# Right-to-left application minimises the classical multiplication count of a chain of dense square matrices on a vector

Let $n\ge 2$, let $A_1,\dots,A_k$ be dense $n\times n$ matrices and let $x$ be a column vector of length $n$. Every parenthesization of $A_1\cdots A_k x$ costs at least $kn^2$ scalar multiplications, provided that each product is carried out as written by the classical row-by-column rule. Equality holds only for
$$A_1(A_2(\cdots(A_k x)\cdots)),$$
which applies one matrix at a time to the current vector.

Such chains occur in electronic-structure codes when a power of a Hamiltonian matrix, or a product of short-time propagators, acts on a state vector in a finite basis. The result compares bracketings for one vector and dense square matrices of equal size, with no intermediate matrix stored for reuse; with rectangular factors another order can be cheaper. For $n=1000$ and $k=2$, the order $(A_1A_2)x$ takes $n^3+n^2=1.001\times10^9$ multiplications, while $A_1(A_2x)$ takes $2\times10^6$.

```lean
import Mathlib

open Matrix

namespace OperatorChain

variable {α : Type*}
```

## Bracketings as trees

Since $x$ stands at the right end of the chain, every partial result is either a matrix or a vector. A matrix expression is a single operator or a product $PQ$ of two matrix expressions.

```lean
/-- A bracketed product of one or more square matrices. -/
inductive MatExpr (α : Type*) where
  | op (A : α) : MatExpr α
  | mul (P Q : MatExpr α) : MatExpr α
```

A vector expression is $x$ itself, or a matrix expression $P$ applied to a vector expression $v$. These two rules generate every full bracketing of the chain. The case $k=0$ is included and consists of $x$ alone.

```lean
/-- A parenthesization of a chain of matrices acting on a column vector: either the
input vector itself, or a bracketed matrix product applied to such an expression. -/
inductive VecExpr (α : Type*) where
  | vec : VecExpr α
  | app (P : MatExpr α) (v : VecExpr α) : VecExpr α
```

A tree must also record which chain it brackets. Reading its matrices from left to right gives a list, and two trees bracket the same chain when their lists agree. Below, $k(P)$ and $k(e)$ denote the lengths of these lists for a matrix expression $P$ and a vector expression $e$.

```lean
/-- The matrices in a bracketed product, read from left to right. -/
def MatExpr.factors : MatExpr α → List α
  | .op A => [A]
  | .mul P Q => P.factors ++ Q.factors

/-- The matrices of the chain acting on the vector, read from left to right. -/
def VecExpr.factors : VecExpr α → List α
  | .vec => []
  | .app P v => P.factors ++ v.factors
```

Carrying out the products turns a tree into a matrix or a vector. The entries lie in a semiring `R`, for example the real or the complex numbers, and `*ᵥ` is the matrix-vector product.

```lean
/-- The matrix obtained by carrying out a bracketed product. -/
def MatExpr.eval {n : ℕ} {R : Type*} [Semiring R] :
    MatExpr (Matrix (Fin n) (Fin n) R) → Matrix (Fin n) (Fin n) R
  | .op A => A
  | .mul P Q => P.eval * Q.eval

/-- The vector obtained by carrying out a parenthesization on the input vector `x`. -/
def VecExpr.eval {n : ℕ} {R : Type*} [Semiring R] (x : Fin n → R) :
    VecExpr (Matrix (Fin n) (Fin n) R) → (Fin n → R)
  | .vec => x
  | .app P v => P.eval *ᵥ (v.eval x)
```

## Counting multiplications

A $p\times q$ array times a $q\times r$ array has $pr$ entries, each a sum of $q$ products, so it costs $pqr$ multiplications. Additions are not counted.

```lean
/-- Scalar multiplications in the classical product of a dense `p` by `q` array
with a dense `q` by `r` array. -/
def productCost (p q r : ℕ) : ℕ := p * q * r
```

A matrix-matrix product therefore costs $n^3$, and a matrix-vector product, with $r=1$, costs $n^2$. Write $c$ for the total cost of a tree:
$$c(PQ)=c(P)+c(Q)+n^3,\qquad c(Pv)=c(P)+c(v)+n^2,$$
with cost zero for a single operator and for $x$.

```lean
/-- Scalar multiplications spent on a bracketed product of `n` by `n` matrices. -/
def MatExpr.cost (n : ℕ) : MatExpr α → ℕ
  | .op _ => 0
  | .mul P Q => P.cost n + Q.cost n + productCost n n n

/-- Scalar multiplications spent on a parenthesization with `n` by `n` matrices
and a column vector of length `n`. -/
def VecExpr.cost (n : ℕ) : VecExpr α → ℕ
  | .vec => 0
  | .app P v => P.cost n + v.cost n + productCost n n 1
```

The step from this model to a running program is the identification of work with $c$. Memory traffic, sparsity and fast multiplication schemes can change that relation. So can the reuse of intermediate matrices: the tree for $(AA)((AA)x)$ pays for $AA$ twice, whereas a program could store it. For high powers of one matrix, reuse can reverse the comparison: by repeated squaring, $A^{2^s}x$ takes $s\,n^3+n^2$ multiplications, which is less than $2^s n^2$ once $2^s>sn+1$.

Let $m$ be the number of matrix-matrix products in a tree.

```lean
/-- The number of matrix-matrix products in a bracketed product. -/
def MatExpr.products : MatExpr α → ℕ
  | .op _ => 0
  | .mul P Q => P.products + Q.products + 1

/-- The number of matrix-matrix products in a parenthesization. -/
def VecExpr.matProducts : VecExpr α → ℕ
  | .vec => 0
  | .app P v => P.products + v.matProducts
```

The candidate for the optimum is built by recursion on the list: apply the first matrix to the result of the remaining chain. It applies the last matrix to $x$ first and never forms a product of two matrices.

```lean
/-- The right-to-left order: each matrix in turn, starting with the last, is applied to the current
vector. -/
def rightToLeft : List α → VecExpr α
  | [] => .vec
  | A :: As => .app (.op A) (rightToLeft As)
```

## All bracketings give the same vector

Comparing costs makes sense because the results agree. For a product, associativity gives $(PQ)v=P(Qv)$. By induction, applying $P$ to $v$ equals applying its factors one after another, starting with the rightmost. In Lean this successive application is a `foldr` over the list, and `Matrix.mulVec_mulVec` supplies the associativity.

```lean
/-- Applying a bracketed matrix product to a vector gives the same result as applying
its factors one after another from right to left. -/
theorem matExpr_eval_mulVec {n : ℕ} {R : Type*} [Semiring R]
    (P : MatExpr (Matrix (Fin n) (Fin n) R)) (v : Fin n → R) :
    P.eval *ᵥ v = P.factors.foldr (fun A w => A *ᵥ w) v := by
  induction P generalizing v with
  | op A => rfl
  | mul P Q ihP ihQ =>
    simp only [MatExpr.eval, MatExpr.factors, List.foldr_append]
    rw [← Matrix.mulVec_mulVec, ihP, ihQ]
```

The same induction on vector expressions gives $A_1(\cdots(A_kx)\cdots)$ for every bracketing. Floating-point operations are not associative, so rounded results may differ between orders.

```lean
/-- The vector computed by a parenthesization depends only on the chain of matrices
and the input vector, not on the brackets. -/
theorem eval_eq_successive {n : ℕ} {R : Type*} [Semiring R]
    (e : VecExpr (Matrix (Fin n) (Fin n) R)) (x : Fin n → R) :
    e.eval x = e.factors.foldr (fun A w => A *ᵥ w) x := by
  induction e with
  | vec => rfl
  | app P v ih =>
    simp only [VecExpr.eval, VecExpr.factors, List.foldr_append]
    rw [matExpr_eval_mulVec, ih]
```

## The cost balance

A matrix expression with $m$ products satisfies
$$c(P)=m(P)\,n^3,\qquad k(P)=m(P)+1.$$
Both hold for a single operator, where $m=0$. For $PQ$, the costs add up to $(m(P)+m(Q)+1)n^3$, and the numbers of factors add up to $m(P)+m(Q)+2$, which is one more than the number of products.

```lean
/-- A bracketed product of `n` by `n` matrices costs `n ^ 3` multiplications per
matrix-matrix product, and has one more factor than it has products. -/
theorem matExpr_cost (n : ℕ) (P : MatExpr α) :
    P.cost n = P.products * n ^ 3 ∧ P.factors.length = P.products + 1 := by
  induction P with
  | op A => simp [MatExpr.cost, MatExpr.products, MatExpr.factors]
  | mul P Q ihP ihQ =>
    constructor
    · simp only [MatExpr.cost, MatExpr.products, productCost, ihP.1, ihQ.1]
      ring
    · simp only [MatExpr.factors, MatExpr.products, List.length_append, ihP.2, ihQ.2]
      omega
```

For a whole parenthesization $e$ the claim is
$$c(e)+m(e)\,n^2=k(e)\,n^2+m(e)\,n^3.$$
For $e=x$ every term vanishes. For $e=Pv$, assume the balance for $v$. Then
$$\begin{aligned}
c(e)+m(e)n^2&=m(P)n^3+c(v)+n^2+\bigl(m(P)+m(v)\bigr)n^2\\
&=\bigl(m(P)+1\bigr)n^2+m(P)n^3+\bigl[c(v)+m(v)n^2\bigr]\\
&=\bigl(m(P)+1+k(v)\bigr)n^2+\bigl(m(P)+m(v)\bigr)n^3,
\end{aligned}$$
and $m(P)+1+k(v)=k(e)$.

A plausible but wrong count is $c=kn^2+mn^3$, which treats matrix-matrix products as extra work on top of $k$ matrix-vector products. Every bracketing contains exactly $k$ products in all, so each matrix-matrix product takes the place of a matrix-vector product. The term $m(e)n^2$ on the left accounts for this replacement.

That term stands on the left, and not as a subtraction on the right, because costs are natural numbers, for which Lean's subtraction stops at zero. The sum form suits the tactic `linear_combination`. To prove $a=b$ from a known equation $a'=b'$, it checks the polynomial identity $a+b'=b+a'$ and cancels. This works in the natural numbers without any subtraction. Here the known equation is `ih`, the balance for $v$.

```lean
/-- Exact cost balance: relative to `n ^ 2` per matrix of the chain, each matrix-matrix
product replaces a cost of `n ^ 2` by a cost of `n ^ 3`. -/
theorem cost_balance (n : ℕ) (e : VecExpr α) :
    e.cost n + e.matProducts * n ^ 2
      = e.factors.length * n ^ 2 + e.matProducts * n ^ 3 := by
  induction e with
  | vec => simp [VecExpr.cost, VecExpr.matProducts, VecExpr.factors]
  | app P v ih =>
    simp only [VecExpr.cost, VecExpr.matProducts, VecExpr.factors, productCost,
      List.length_append, (matExpr_cost n P).1, (matExpr_cost n P).2]
    linear_combination ih
```

## Trees without matrix-matrix products

The right-to-left tree brackets the given list and has $m=0$, since each step adds one single operator in front.

```lean
/-- The right-to-left order is a parenthesization of the given chain, and it contains
no matrix-matrix product. -/
theorem rightToLeft_spec (As : List α) :
    (rightToLeft As).factors = As ∧ (rightToLeft As).matProducts = 0 := by
  induction As with
  | nil => exact ⟨rfl, rfl⟩
  | cons A As ih =>
    simp [rightToLeft, VecExpr.factors, MatExpr.factors, VecExpr.matProducts,
      MatExpr.products, ih.1, ih.2]
```

Conversely, suppose $m(e)=0$. If $e=x$, it is the right-to-left tree of the empty chain. If $e=Pv$, then $P$ cannot be a product, which would contribute at least one to $m$. So $P$ is a single operator and $m(v)=0$; by induction $v$ is a right-to-left tree, and hence so is $e$. The `cases P` step makes this distinction, and `omega` rules out the product.

```lean
/-- A parenthesization avoids all matrix-matrix products exactly when it is the
right-to-left order. -/
theorem matProducts_eq_zero_iff (e : VecExpr α) :
    e.matProducts = 0 ↔ e = rightToLeft e.factors := by
  constructor
  · intro h
    induction e with
    | vec => rfl
    | app P v ih =>
      cases P with
      | op A =>
        have hv : v.matProducts = 0 := by
          simpa [VecExpr.matProducts, MatExpr.products] using h
        exact congrArg (VecExpr.app (MatExpr.op A)) (ih hv)
      | mul P Q =>
        simp only [VecExpr.matProducts, MatExpr.products] at h
        omega
  · intro h
    rw [h]
    exact (rightToLeft_spec _).2
```

## The lower bound and its equality case

For $n\ge2$ we have $n^2<n^3$, so $m\,n^2\le m\,n^3$, and the balance gives $c(e)\ge kn^2$. If $m>0$, the inequality is strict and $c(e)>kn^2$. If $m=0$, the balance reads $c(e)=kn^2$. Equality therefore means $m=0$, which singles out the right-to-left tree.

In the theorem, `As` is the chain, `As.length` is $k$, and `he` says that `e` brackets this chain. The conclusion joins the bound to an equivalence between minimal cost and equality of trees. No arithmetic on `R` is assumed, because the count depends only on the shapes of the arrays and not on their entries. The proof rewrites the tree equality as $m=0$ by the preceding lemma, and `linarith` combines the balance with the inequalities.

```lean
/-- For `n ≥ 2`, every parenthesization of a chain of `k` dense `n` by `n` matrices
acting on a column vector costs at least `k * n ^ 2` classical multiplications, with
equality exactly for successive matrix-vector products from right to left. -/
theorem chain_cost_optimal {n : ℕ} {R : Type*} (hn : 2 ≤ n)
    (As : List (Matrix (Fin n) (Fin n) R))
    (e : VecExpr (Matrix (Fin n) (Fin n) R)) (he : e.factors = As) :
    As.length * n ^ 2 ≤ e.cost n ∧
      (e.cost n = As.length * n ^ 2 ↔ e = rightToLeft As) := by
  subst he
  have hb := cost_balance n e
  have hlt : n ^ 2 < n ^ 3 := Nat.pow_lt_pow_right (by omega) (by omega)
  have hle := Nat.mul_le_mul_left e.matProducts hlt.le
  refine ⟨by linarith, ?_⟩
  rw [← matProducts_eq_zero_iff]
  constructor
  · intro hc
    by_contra hm
    -- a single matrix-matrix product already makes the cost strictly larger
    have hpos : 0 < e.matProducts := Nat.pos_of_ne_zero hm
    have hstrict : e.matProducts * n ^ 2 < e.matProducts * n ^ 3 := by gcongr
    linarith
  · intro hm
    simpa [hm] using hb
```

## The excess of every other order

Any other bracketing has $m\ge1$. The balance then gives
$$c(e)-kn^2=m\,(n^3-n^2)\ge n^3-n^2.$$
Lean states this with the subtracted terms moved to the other side, and for every $n$. The proof writes $m=j+1$ and uses $j\,n^2\le j\,n^3$.

```lean
/-- Any parenthesization other than the right-to-left order costs at least
`n ^ 3 - n ^ 2` multiplications more than `n ^ 2` per matrix of the chain. -/
theorem cost_gap (n : ℕ) (e : VecExpr α) (he : e ≠ rightToLeft e.factors) :
    e.factors.length * n ^ 2 + n ^ 3 ≤ e.cost n + n ^ 2 := by
  have hb := cost_balance n e
  have hle : n ^ 2 ≤ n ^ 3 := by
    rcases Nat.eq_zero_or_pos n with h | h
    · simp [h]
    · exact Nat.pow_le_pow_right h (by omega)
  have hm : e.matProducts ≠ 0 := fun h => he ((matProducts_eq_zero_iff e).mp h)
  obtain ⟨j, hj⟩ := Nat.exists_eq_succ_of_ne_zero hm
  rw [hj, Nat.succ_eq_add_one] at hb
  have hmul := Nat.mul_le_mul_left j hle
  linarith
```

For $n=1$ the two kinds of product cost the same, and the balance becomes $c(e)+m=k+m$, so every order costs $k$. The lower bound still holds there, but a chain with $k\ge2$ has several optimal bracketings. The equality clause would thus fail if $n\ge2$ were weakened to $n\ge1$.

```lean
/-- For 1 by 1 matrices every parenthesization costs one multiplication per matrix
of the chain. -/
theorem cost_dimension_one (e : VecExpr α) : e.cost 1 = e.factors.length := by
  have hb := cost_balance 1 e
  simp only [one_pow, mul_one] at hb
  omega

end OperatorChain
```

```lean
#print axioms OperatorChain.eval_eq_successive
#print axioms OperatorChain.chain_cost_optimal
#print axioms OperatorChain.cost_gap
#print axioms OperatorChain.cost_dimension_one
```

```
'OperatorChain.eval_eq_successive' depends on axioms: [propext, Classical.choice, Quot.sound]
'OperatorChain.chain_cost_optimal' depends on axioms: [propext, Classical.choice, Quot.sound]
'OperatorChain.cost_gap' depends on axioms: [propext, Classical.choice, Quot.sound]
'OperatorChain.cost_dimension_one' depends on axioms: [propext, Classical.choice, Quot.sound]
```
